# Doubles CI for N non-interacting two-state monomers: the correlation energy per monomer tends to zero

"The lowest eigenvalue" can enter a formal statement in two ways: as a formula that is called the energy by definition, or as the least element of a set of eigenvalues, which then has to be computed. The second is chosen here. The energies of a real matrix $H$ are the real numbers $E$ for which $Hv = Ev$ has a solution $v \neq 0$, and a closed expression is proved to be the smallest of them.

The physical system is $N$ identical monomers that do not interact. Each has one double excitation, at energy $D > 0$ above the reference and coupled to it by a real matrix element $K$. Energies are measured from the reference energy of all $N$ monomers, so the lowest eigenvalue is the correlation energy.

In Lean 4 with Mathlib:

```lean
import Mathlib

open Filter Topology Matrix

namespace DoublesCISizeInconsistency

noncomputable section
```

In the following definition, `H *ᵥ v` is the matrix-vector product and `E • v` the scaled vector. The vectors are real, which loses no eigenvalue for the real symmetric matrices used below.

```lean
/-- The energies of a real Hamiltonian matrix: its eigenvalues, each with a nonzero eigenvector. -/
def energies {n : Type*} [Fintype n] (H : Matrix n n ℝ) : Set ℝ :=
  {E | ∃ v : n → ℝ, v ≠ 0 ∧ H *ᵥ v = E • v}
```

## Two matrices for the same truncated problem

Doubles CI keeps the reference and the $N$ states in which exactly one monomer is excited. For $N \geq 1$ the reference couples only to the normalised symmetric combination of these states, and the coupling is $N \cdot K/\sqrt N = \sqrt N K$. This gives the matrix

$$\begin{pmatrix} 0 & \sqrt N K \\ \sqrt N K & D \end{pmatrix}.$$

```lean
/-- The 2 by 2 doubles-CI matrix for `N` monomers, with diagonal `0, D` and coupling `√N K`. -/
def cidMatrix (D K : ℝ) (N : ℕ) : Matrix (Fin 2) (Fin 2) ℝ :=
  !![0, √(N : ℝ) * K; √(N : ℝ) * K, D]
```

The reduction by symmetry can be checked against the matrix it came from, which has $N+1$ rows. Its index type `Option (Fin N)` has one element `none` for the reference and an element `some i` for each monomer $i = 0, \dots, N-1$. Excitations on different monomers have zero matrix element between them, because the monomers do not interact. States with two or more monomers excited at once are absent: that is the truncation.

```lean
/-- The full doubles-CI matrix for `N` non-interacting monomers: the reference (`none`) couples
by `K` to the double excitation of each monomer (`some i`), which has energy `D`. -/
def fullMatrix (D K : ℝ) (N : ℕ) : Matrix (Option (Fin N)) (Option (Fin N)) ℝ :=
  Matrix.of fun a b => match a, b with
    | none, none => 0
    | none, some _ => K
    | some _, none => K
    | some i, some j => if i = j then D else 0
```

The candidate for the lowest energy of both matrices is

$$E(N) = \tfrac12\left(D - s\right), \qquad s = \sqrt{D^2 + 4NK^2}.$$

```lean
/-- The closed expression `(D - √(D² + 4NK²)) / 2`. -/
def cidEnergy (D K : ℝ) (N : ℕ) : ℝ := (D - √(D ^ 2 + 4 * N * K ^ 2)) / 2
```

## The secular equation and its lower root

Since $E(N) - D = -\tfrac12(D + s)$, the product is

$$E(N)\,\bigl(E(N) - D\bigr) = \tfrac14\left(s^2 - D^2\right) = NK^2.$$

The only fact needed about the root is $s^2 = D^2 + 4NK^2$, which is `hs` in the code.

```lean
/-- The closed expression solves the secular equation `E (E - D) = N K²`. -/
theorem cidEnergy_secular (D K : ℝ) (N : ℕ) :
    cidEnergy D K N * (cidEnergy D K N - D) = N * K ^ 2 := by
  have hs := Real.sq_sqrt (show 0 ≤ D ^ 2 + 4 * (N : ℝ) * K ^ 2 by positivity)
  unfold cidEnergy
  linear_combination hs / 4
```

Now let $E$ be any real solution of $E(E-D) = NK^2$. Completing the square gives

$$(2E - D)^2 = 4E(E-D) + D^2 = D^2 + 4NK^2 = s^2,$$

so $2E - D \geq -s$, that is, $E \geq E(N)$. The code obtains this bound from $|2E - D| \leq s$.

```lean
/-- Every real solution of the secular equation lies at or above the closed expression. -/
theorem cidEnergy_le_of_secular {D K E : ℝ} {N : ℕ} (h : E * (E - D) = N * K ^ 2) :
    cidEnergy D K N ≤ E := by
  have h1 : (2 * E - D) ^ 2 ≤ D ^ 2 + 4 * N * K ^ 2 := by linarith
  have h2 := (abs_le.1 (Real.abs_le_sqrt h1)).1
  unfold cidEnergy
  linarith
```

Finally, $D^2 \leq D^2 + 4NK^2$ implies $D \leq s$, and therefore $E(N) \leq 0$.

```lean
/-- The closed expression is never positive. -/
theorem cidEnergy_nonpos (D K : ℝ) (N : ℕ) : cidEnergy D K N ≤ 0 := by
  have h1 : D ^ 2 ≤ D ^ 2 + 4 * N * K ^ 2 := le_add_of_nonneg_right (by positivity)
  have h2 := (abs_le.1 (Real.abs_le_sqrt h1)).2
  unfold cidEnergy
  linarith
```

## The lowest eigenvalue of the 2 by 2 matrix

Write $E$ for $E(N)$ and take the vector $v = (E - D,\ \sqrt N K)$. The two rows of $Hv$ are

$$\sqrt N K \cdot \sqrt N K = NK^2 = E(E-D), \qquad \sqrt N K (E - D) + D \sqrt N K = E \sqrt N K,$$

so $Hv = Ev$. The vector is nonzero because $E \leq 0 < D$. Its squared norm is $(D-E)^2 + NK^2 = (D-E)\,s$, so after normalisation the reference has weight $(s+D)/(2s)$ and the excited state $(s-D)/(2s)$.

Conversely, let $E$ be any eigenvalue, with eigenvector $(v_0, v_1)$. Then

$$\sqrt N K v_1 = E v_0, \qquad \sqrt N K v_0 = (E - D) v_1.$$

Multiplying the first equation by $E-D$ and inserting the second gives $E(E-D)v_0 = NK^2 v_0$. Multiplying the second by $E$ and inserting the first gives the same relation for $v_1$. At least one amplitude is nonzero and can be cancelled, so $E$ solves the secular equation and lies at or above $E(N)$.

```lean
/-- For `D > 0` the lowest eigenvalue of the 2 by 2 matrix is `(D - √(D² + 4NK²)) / 2`. -/
theorem cidMatrix_lowest {D : ℝ} (hD : 0 < D) (K : ℝ) (N : ℕ) :
    IsLeast (energies (cidMatrix D K N)) (cidEnergy D K N) := by
  have hq : √(N : ℝ) ^ 2 = N := Real.sq_sqrt (Nat.cast_nonneg N)
  have hr := cidEnergy_secular D K N
  have hn := cidEnergy_nonpos D K N
  constructor
  · -- an explicit eigenvector
    refine ⟨![cidEnergy D K N - D, √(N : ℝ) * K], ?_, ?_⟩
    · intro h
      have h0 : cidEnergy D K N - D = 0 := by simpa using congrFun h 0
      linarith
    · ext i
      fin_cases i
      · simp [cidMatrix, Matrix.mulVec, dotProduct, Fin.sum_univ_two]
        linear_combination K ^ 2 * hq - hr
      · simp [cidMatrix, Matrix.mulVec, dotProduct, Fin.sum_univ_two]
        ring
  · -- every eigenvalue solves the secular equation
    rintro E ⟨v, hv, hE⟩
    have h0 : √(N : ℝ) * K * v 1 = E * v 0 := by
      simpa [cidMatrix, Matrix.mulVec, dotProduct, Fin.sum_univ_two] using congrFun hE 0
    have h1 : √(N : ℝ) * K * v 0 + D * v 1 = E * v 1 := by
      simpa [cidMatrix, Matrix.mulVec, dotProduct, Fin.sum_univ_two] using congrFun hE 1
    apply cidEnergy_le_of_secular
    by_cases c : v 0 = 0
    · have c1 : v 1 ≠ 0 := fun h => hv (by ext i; fin_cases i <;> simp [c, h])
      apply mul_right_cancel₀ c1
      linear_combination -E * h1 - √(N : ℝ) * K * h0 + K ^ 2 * v 1 * hq
    · apply mul_right_cancel₀ c
      linear_combination -(E - D) * h0 - √(N : ℝ) * K * h1 + K ^ 2 * v 0 * hq
```

`IsLeast` has two parts, membership in the set and being a lower bound, and `constructor` separates them. In the second part, `h0` and `h1` are the two amplitude equations, `by_cases` decides which amplitude to cancel, and each `linear_combination` records the elimination.

## The same lowest eigenvalue in the full matrix

Give the reference the amplitude $E - D$ and every monomer the amplitude $K$, again with $E = E(N)$. The reference row gives $K \cdot NK = E(E-D)$, and each monomer row gives $K(E-D) + DK = EK$. The squared norm is $(D-E)\,s$ as before, so the normalised reference weight is also the same.

For an arbitrary eigenvector, write $v_{\mathrm{ref}}$ for `v none` and $v_i$ for `v (some i)`. The eigenvalue equations are

$$K \sum_i v_i = E\, v_{\mathrm{ref}}, \qquad (E - D)\, v_i = K v_{\mathrm{ref}}.$$

If $v_{\mathrm{ref}} = 0$, some $v_i$ is nonzero and $E = D > 0 \geq E(N)$. If $v_{\mathrm{ref}} \neq 0$, summing the second equation over the monomers and multiplying by $K$ gives

$$NK^2 v_{\mathrm{ref}} = (E-D)\, K \sum_i v_i = E(E-D)\, v_{\mathrm{ref}},$$

which is the secular equation once $v_{\mathrm{ref}}$ is cancelled.

```lean
/-- For `D > 0` the full doubles-CI matrix of `N` monomers has the lowest eigenvalue
`(D - √(D² + 4NK²)) / 2`. -/
theorem fullMatrix_lowest {D : ℝ} (hD : 0 < D) (K : ℝ) (N : ℕ) :
    IsLeast (energies (fullMatrix D K N)) (cidEnergy D K N) := by
  have hr := cidEnergy_secular D K N
  have hn := cidEnergy_nonpos D K N
  have row0 : ∀ v, (fullMatrix D K N *ᵥ v) none = K * ∑ i, v (some i) := fun v => by
    simp [fullMatrix, Matrix.mulVec, dotProduct, Fintype.sum_option, Finset.mul_sum]
  have row1 : ∀ v i, (fullMatrix D K N *ᵥ v) (some i) = K * v none + D * v (some i) :=
    fun v i => by simp [fullMatrix, Matrix.mulVec, dotProduct, Fintype.sum_option]
  constructor
  · -- all monomers are excited with equal amplitude
    refine ⟨fun o => o.elim (cidEnergy D K N - D) (fun _ => K), ?_, ?_⟩
    · intro h
      have h0 : cidEnergy D K N - D = 0 := congrFun h none
      linarith
    · ext o
      cases o with
      | none =>
        rw [row0]
        show K * ∑ _i : Fin N, K = cidEnergy D K N * (cidEnergy D K N - D)
        rw [Finset.sum_const, Finset.card_univ, Fintype.card_fin, nsmul_eq_mul]
        linear_combination -hr
      | some i =>
        rw [row1]
        show K * (cidEnergy D K N - D) + D * K = cidEnergy D K N * K
        ring
  · rintro E ⟨v, hv, hE⟩
    have h0 : K * ∑ i, v (some i) = E * v none := by rw [← row0 v, hE]; rfl
    have h1 : ∀ i, K * v none + D * v (some i) = E * v (some i) := fun i => by
      rw [← row1 v i, hE]; rfl
    by_cases c : v none = 0
    · -- without the reference the energy is `D`
      obtain ⟨i, hi⟩ : ∃ i, v (some i) ≠ 0 := by
        by_contra h
        refine hv (funext fun o => ?_)
        cases o with
        | none => exact c
        | some i => exact not_not.1 fun hi => h ⟨i, hi⟩
      have hED : E = D := mul_right_cancel₀ hi (by linear_combination K * c - h1 i)
      linarith
    · -- summing the amplitude equations gives the secular equation
      have ha : ∀ i, (E - D) * v (some i) = K * v none := fun i => by
        linear_combination -(h1 i)
      have hs : (E - D) * ∑ i, v (some i) = N * (K * v none) := by
        rw [Finset.mul_sum, Finset.sum_congr rfl (fun i _ => ha i)]
        simp
      apply cidEnergy_le_of_secular
      apply mul_right_cancel₀ c
      linear_combination K * hs - (E - D) * h0
```

The auxiliary statements `row0` and `row1` compute the two kinds of row once, for use in both halves of the proof. The theorem includes $N = 0$, where only the reference is left and the energy is zero.

## Growth with the square root of N

For $N \geq 1$, taking $1/\sqrt N$ into the root gives

$$\frac{E(N)}{\sqrt N} = \frac12\left(\frac{D}{\sqrt N} - \sqrt{\frac{D^2}{N} + 4K^2}\right) \longrightarrow -\frac12 \sqrt{4K^2} = -|K|.$$

The code first finds the limit of the right-hand side (`h3`, with its value simplified by `hl`). It then shows that the two sides agree for all $N > 0$, which is enough for a limit at infinity.

```lean
/-- The doubles-CI energy divided by `√N` tends to `-|K|` for many monomers. -/
theorem cidEnergy_div_sqrt_tendsto (D K : ℝ) :
    Tendsto (fun N : ℕ => cidEnergy D K N / √(N : ℝ)) atTop (𝓝 (-|K|)) := by
  have h1 : Tendsto (fun N : ℕ => √(N : ℝ)) atTop atTop :=
    Real.tendsto_sqrt_atTop.comp tendsto_natCast_atTop_atTop
  have h2 : Tendsto (fun N : ℕ => D / √(N : ℝ)) atTop (𝓝 0) :=
    tendsto_const_nhds.div_atTop h1
  have h3 := (h2.sub ((h2.pow 2).add_const (4 * K ^ 2)).sqrt).div_const 2
  have hl : (0 - √((0 : ℝ) ^ 2 + 4 * K ^ 2)) / 2 = -|K| := by
    rw [show (0 : ℝ) ^ 2 + 4 * K ^ 2 = (2 * K) ^ 2 by ring, Real.sqrt_sq_eq_abs, abs_mul,
      abs_two]
    ring
  rw [hl] at h3
  refine h3.congr' ?_
  filter_upwards [eventually_gt_atTop 0] with N hN
  have hs : 0 < √(N : ℝ) := Real.sqrt_pos.2 (Nat.cast_pos.2 hN)
  have hq : √(N : ℝ) ^ 2 = N := Real.sq_sqrt (Nat.cast_nonneg N)
  have hd : D / √(N : ℝ) * √(N : ℝ) = D := div_mul_cancel₀ D hs.ne'
  -- take the factor `1 / √N` out of the root
  have he : (D / √(N : ℝ)) ^ 2 + 4 * K ^ 2 = (D ^ 2 + 4 * N * K ^ 2) / √(N : ℝ) ^ 2 := by
    rw [eq_div_iff (pow_ne_zero 2 hs.ne')]
    linear_combination (D / √(N : ℝ) * √(N : ℝ) + D) * hd + 4 * K ^ 2 * hq
  rw [he, Real.sqrt_div' _ (sq_nonneg _), Real.sqrt_sq hs.le]
  unfold cidEnergy
  ring
```

## Failure of additivity

A second division by $\sqrt N$ gives

$$\frac{E(N)}{N} = \frac{E(N)/\sqrt N}{\sqrt N} \longrightarrow 0.$$

For this to be a defect, one monomer must have a nonzero correlation energy. Write $e = E(1)$. We know $e \leq 0$, and $e = 0$ would turn $e(e-D) = K^2$ into $K = 0$. Hence $e < 0$ when $K \neq 0$.

It remains to compare $E(N)$ with $Ne$ for $N \geq 2$. Suppose $E(N) \leq Ne$. The function $x(x-D)$ decreases for $x < 0$, so

$$NK^2 = E(N)\bigl(E(N) - D\bigr) \geq Ne(Ne - D) = Ne(e-D) + N(N-1)e^2 = NK^2 + N(N-1)e^2.$$

The last term is positive, which is a contradiction. Therefore $Ne < E(N)$.

```lean
/-- Size-inconsistency of doubles CI: for `D > 0` and `K ≠ 0` the lowest eigenvalue is
`(D - √(D² + 4NK²)) / 2`, and divided by `N` it tends to zero. It is negative for one monomer,
and for `N ≥ 2` it lies strictly above `N` times the one-monomer value. -/
theorem doublesCI_size_inconsistent {D K : ℝ} (hD : 0 < D) (hK : K ≠ 0) :
    (∀ N, IsLeast (energies (cidMatrix D K N)) (cidEnergy D K N)) ∧
    Tendsto (fun N : ℕ => cidEnergy D K N / N) atTop (𝓝 0) ∧
    cidEnergy D K 1 < 0 ∧
    ∀ N : ℕ, 2 ≤ N → N * cidEnergy D K 1 < cidEnergy D K N := by
  have hr := cidEnergy_secular D K 1
  rw [Nat.cast_one, one_mul] at hr
  have hneg : cidEnergy D K 1 < 0 := by
    refine lt_of_le_of_ne (cidEnergy_nonpos D K 1) fun h => ?_
    rw [h, zero_mul] at hr
    exact pow_ne_zero 2 hK hr.symm
  refine ⟨cidMatrix_lowest hD K, ?_, hneg, ?_⟩
  · have h1 : Tendsto (fun N : ℕ => √(N : ℝ)) atTop atTop :=
      Real.tendsto_sqrt_atTop.comp tendsto_natCast_atTop_atTop
    refine ((cidEnergy_div_sqrt_tendsto D K).div_atTop h1).congr fun N => ?_
    rw [div_div, Real.mul_self_sqrt (Nat.cast_nonneg N)]
  · intro N hN
    have hn : (2 : ℝ) ≤ N := by exact_mod_cast hN
    have hrN := cidEnergy_secular D K N
    by_contra h
    have h := not_lt.1 h
    have hx : (N : ℝ) * cidEnergy D K 1 < 0 := mul_neg_of_pos_of_neg (by linarith) hneg
    -- compare the secular equations for one and for `N` monomers
    have h1 := mul_nonneg (sub_nonneg.2 h)
      (show 0 ≤ D - cidEnergy D K N - N * cidEnergy D K 1 by linarith)
    have h2 : 0 < (N : ℝ) * (N - 1) * cidEnergy D K 1 ^ 2 :=
      mul_pos (mul_pos (by linarith) (by linarith)) (pow_pos_of_neg_sq hneg)
    have h3 : (N : ℝ) * (cidEnergy D K 1 * (cidEnergy D K 1 - D)) = N * K ^ 2 := by rw [hr]
    nlinarith
where
  pow_pos_of_neg_sq {x : ℝ} (hx : x < 0) : 0 < x ^ 2 := by nlinarith

end

end DoublesCISizeInconsistency
```

In the code, `h1` expresses the monotonicity as a product of two nonnegative factors, `h2` is the positive term $N(N-1)e^2$, and `h3` is $N$ times the one-monomer secular equation. `nlinarith` combines them into the contradiction.

```lean
#print axioms DoublesCISizeInconsistency.fullMatrix_lowest
#print axioms DoublesCISizeInconsistency.cidEnergy_div_sqrt_tendsto
#print axioms DoublesCISizeInconsistency.doublesCI_size_inconsistent
```

```
'DoublesCISizeInconsistency.fullMatrix_lowest' depends on axioms: [propext, Classical.choice, Quot.sound]
'DoublesCISizeInconsistency.cidEnergy_div_sqrt_tendsto' depends on axioms: [propext, Classical.choice, Quot.sound]
'DoublesCISizeInconsistency.doublesCI_size_inconsistent' depends on axioms: [propext, Classical.choice, Quot.sound]
```

## The theorem in words

For real $D > 0$ and $K \neq 0$, `doublesCI_size_inconsistent` states four things:

- For every natural number $N$, `cidEnergy D K N` is the least eigenvalue of the 2 by 2 matrix.
- This value divided by $N$ tends to zero.
- It is negative for one monomer.
- For every $N \geq 2$ it lies strictly above $N$ times the one-monomer value.

The agreement with the full matrix and the $\sqrt N$ law are the separate theorems `fullMatrix_lowest` and `cidEnergy_div_sqrt_tendsto`.

The condition $D > 0$ says that the double excitation lies above the reference, and $K \neq 0$ says that the two states mix. With $K = 0$ there is no correlation energy to lose, and both strict inequalities fail.

The value $Ne$ is the physical benchmark because energies of non-interacting systems add; the file compares the two numbers and does not construct the untruncated $N$-monomer Hamiltonian. In electronic structure, this model of identical non-interacting monomers with one double excitation each shows why doubles CI energies of systems of different size should be compared with caution. Single excitations, several doubles per monomer and interactions between monomers are left out.

## Seven monomers with D = 3 and K = 2

In arbitrary energy units, one monomer has

$$E(1) = \tfrac12\left(3 - \sqrt{9 + 16}\right) = -1.$$

Seven monomers have

$$E(7) = \tfrac12\left(3 - \sqrt{9 + 112}\right) = \tfrac12(3 - 11) = -4,$$

whereas seven separate calculations add up to $-7$. The correlation energy per monomer has fallen in magnitude from $1$ to $4/7$. The secular equation confirms the value: $(-4)(-4-3) = 28 = 7 \cdot 2^2$.

The eigenvector of the full matrix is $(-7, 2, 2, 2, 2, 2, 2, 2)$, with squared norm $49 + 28 = 77$. After normalisation the reference has weight $7/11$, and each of the seven excitations has weight $4/77$.
